# The gradient at k = 0 of a projector g(|k|²)S(k), with g differentiable from the right at 0 and S a homogeneous polynomial of degree l, vanishes unless l = 1

The theorem `projector_fderiv_zero` concerns a reciprocal-space projector β(k) = g(|k|²)S(k), where k is a real three-dimensional wave vector, g is complex-valued and S is a complex polynomial in the components of k. It assumes that S is homogeneous of degree l and that g is differentiable from the right at 0; S need not be harmonic, and nothing is normalised. It states that β is differentiable at k = 0, and that its derivative there in the direction v is g(0)S(v) when l = 1 and zero for every other l. The proof shows by the chain rule that the radial factor g(|k|²) has zero derivative at the origin, applies the product rule, and then uses an earlier lemma for the derivative of S.

The failing Lean file:

```lean
import Mathlib

open Filter Topology Set

namespace ProjectorAtGamma

noncomputable section

local notation "K3" => EuclideanSpace ℝ (Fin 3)

/-- The value at the real wave vector `k` of a complex polynomial in the three
Cartesian components. -/
def solid (S : MvPolynomial (Fin 3) ℂ) (k : K3) : ℂ :=
  MvPolynomial.eval (fun i => ((k i : ℝ) : ℂ)) S

/-- The projector in reciprocal space, `β(k) = g(|k|²) S(k)`. -/
def projector (g : ℝ → ℂ) (S : MvPolynomial (Fin 3) ℂ) (k : K3) : ℂ :=
  g (‖k‖ ^ 2) * solid S k

/-- A homogeneous polynomial of degree `l` scales as `S(t k) = t^l S(k)`. -/
theorem solid_smul {S : MvPolynomial (Fin 3) ℂ} {l : ℕ} (hS : S.IsHomogeneous l)
    (t : ℝ) (k : K3) : solid S (t • k) = (t : ℂ) ^ l * solid S k := by
  unfold solid
  rw [MvPolynomial.eval_eq', MvPolynomial.eval_eq', Finset.mul_sum]
  refine Finset.sum_congr rfl fun d hd => ?_
  -- the exponents of every monomial add up to `l`
  have hdeg : ∑ i, d i = l := by
    have h := hS (MvPolynomial.mem_support_iff.mp hd)
    rw [Finsupp.weight_apply, Finsupp.sum_fintype _ _ (by simp)] at h
    simpa using h
  have hprod : ∏ i, (((t • k) i : ℝ) : ℂ) ^ d i
      = (t : ℂ) ^ l * ∏ i, ((k i : ℝ) : ℂ) ^ d i := by
    rw [← hdeg, ← Finset.prod_pow_eq_pow_sum, ← Finset.prod_mul_distrib]
    refine Finset.prod_congr rfl fun i _ => ?_
    rw [← mul_pow]
    simp
  rw [hprod]
  ring

/-- A polynomial in the components of `k` is differentiable at every wave vector. -/
theorem solid_differentiable (S : MvPolynomial (Fin 3) ℂ) :
    Differentiable ℝ (solid S) := by
  induction S using MvPolynomial.induction_on with
  | C a =>
    have h : solid (MvPolynomial.C a) = fun _ => a := by
      funext k
      simp [solid]
    rw [h]
    exact differentiable_const a
  | add p q hp hq =>
    have h : solid (p + q) = fun k => solid p k + solid q k := by
      funext k
      simp [solid]
    rw [h]
    exact fun k => (hp k).add (hq k)
  | mul_X p i hp =>
    have h : solid (p * MvPolynomial.X i) = fun k => solid p k * ((k i : ℝ) : ℂ) := by
      funext k
      simp [solid]
    have hi : Differentiable ℝ (fun k : K3 => ((k i : ℝ) : ℂ)) :=
      (Complex.ofRealCLM.comp (EuclideanSpace.proj i : K3 →L[ℝ] ℝ)).differentiable
    rw [h]
    exact fun k => (hp k).mul (hi k)

/-- At the origin, the derivative of a homogeneous polynomial of degree `l` is the
polynomial itself for `l = 1` and zero for every other `l`. -/
theorem solid_fderiv_zero {S : MvPolynomial (Fin 3) ℂ} {l : ℕ} (hS : S.IsHomogeneous l)
    (v : K3) : fderiv ℝ (solid S) 0 v = if l = 1 then solid S v else 0 := by
  have hD : HasFDerivAt (solid S) (fderiv ℝ (solid S) 0) ((0 : ℝ) • v) := by
    rw [zero_smul]
    exact (solid_differentiable S 0).hasFDerivAt
  have hline : HasDerivAt (fun t : ℝ => t • v) v 0 := by
    simpa using (hasDerivAt_id (0 : ℝ)).smul_const v
  -- differentiate along the ray `t v` in two ways
  have h1 : HasDerivAt (fun t : ℝ => solid S (t • v)) (fderiv ℝ (solid S) 0 v) 0 :=
    HasFDerivAt.comp_hasDerivAt (f := fun t : ℝ => t • v) (0 : ℝ) hD hline
  have e : (fun t : ℝ => solid S (t • v))
      = fun t : ℝ => ((t ^ l : ℝ) : ℂ) * solid S v := by
    funext t
    rw [solid_smul hS, Complex.ofReal_pow]
  rw [e] at h1
  have h2 := ((hasDerivAt_pow l (0 : ℝ)).ofReal_comp).mul_const (solid S v)
  rw [h1.unique h2]
  rcases l with _ | _ | n <;> simp

/-- If `g` is differentiable from the right at `0` and `S` is homogeneous of degree `l`,
then `β(k) = g(|k|²) S(k)` is differentiable at `k = 0`, with derivative `g(0) S` for
`l = 1` and zero for every other `l`. -/
theorem projector_fderiv_zero {g : ℝ → ℂ} {S : MvPolynomial (Fin 3) ℂ} {l : ℕ}
    (hS : S.IsHomogeneous l) (hg : DifferentiableWithinAt ℝ g (Ici 0) 0) :
    DifferentiableAt ℝ (projector g S) 0 ∧
      ∀ v, fderiv ℝ (projector g S) 0 v = if l = 1 then g 0 * solid S v else 0 := by
  have hn : HasFDerivAt (fun k : K3 => ‖k‖ ^ 2) (0 : K3 →L[ℝ] ℝ) 0 := by
    have h := (hasStrictFDerivAt_norm_sq (0 : K3)).hasFDerivAt
    simpa using h
  have hg' : HasFDerivWithinAt g (fderivWithin ℝ g (Ici 0) 0) (Ici 0)
      ((fun k : K3 => ‖k‖ ^ 2) 0) := by
    have h0 : (fun k : K3 => ‖k‖ ^ 2) 0 = 0 := by simp
    rw [h0]
    exact hg.hasFDerivWithinAt
  -- the radial factor is stationary at the origin
  have hG : HasFDerivAt (fun k : K3 => g (‖k‖ ^ 2)) (0 : K3 →L[ℝ] ℂ) 0 := by
    have h := hg'.comp (0 : K3) (hn.hasFDerivWithinAt (s := univ))
      (fun k _ => sq_nonneg ‖k‖)
    rw [ContinuousLinearMap.comp_zero, hasFDerivWithinAt_univ] at h
    exact h
  have hD := (solid_differentiable S 0).hasFDerivAt
  have h3 : HasFDerivAt (projector g S)
      (g (‖(0 : K3)‖ ^ 2) • fderiv ℝ (solid S) 0 + solid S 0 • (0 : K3 →L[ℝ] ℂ)) 0 :=
    hG.mul hD
  refine ⟨h3.differentiableAt, fun v => ?_⟩
  have h0 : ‖(0 : K3)‖ ^ 2 = 0 := by simp
  rw [h3.fderiv, smul_zero, add_zero, h0]
  change g 0 * fderiv ℝ (solid S) 0 v = _
  rw [solid_fderiv_zero hS]
  split_ifs <;> simp

end

end ProjectorAtGamma
```

Messages:

```
Main.lean:113:17: error: Tactic `rewrite` failed: Did not find an occurrence of the pattern
  ?a • 0
in the target expression
  (g (‖0‖ ^ 2) • fderiv ℝ (solid S) 0 + solid S 0 • 0) v = if l = 1 then g 0 * solid S v else 0

g : ℝ → ℂ
S : MvPolynomial (Fin 3) ℂ
l : ℕ
hS : S.IsHomogeneous l
hg : DifferentiableWithinAt ℝ g (Ici 0) 0
hn : HasFDerivAt (fun k => ‖k‖ ^ 2) 0 0
hg' : HasFDerivWithinAt g (fderivWithin ℝ g (Ici 0) 0) (Ici 0) ((fun k => ‖k‖ ^ 2) 0)
hG : HasFDerivAt (fun k => g (‖k‖ ^ 2)) 0 0
hD : HasFDerivAt (solid S) (fderiv ℝ (solid S) 0) 0
h3 : HasFDerivAt (projector g S) (g (‖0‖ ^ 2) • fderiv ℝ (solid S) 0 + solid S 0 • 0) 0
v : K3
h0 : ‖0‖ ^ 2 = 0
⊢ (g (‖0‖ ^ 2) • fderiv ℝ (solid S) 0 + solid S 0 • 0) v = if l = 1 then g 0 * solid S v else 0
```

The one error comes after `rw [h3.fderiv]` has put the product-rule derivative into the goal. The next rewrite, `smul_zero`, looks for `?a • 0` and reports none, although the goal visibly contains `solid S 0 • 0`. That zero is a continuous linear map, and the mismatch lies in what Lean does not print: the implicit instance arguments behind `•` and `0`. `rw` unfolds definitions only to a limited extent when it compares these, and here they did not match. The message does not say which instance was at fault.

The repair no longer simplifies the sum of linear maps. `change` restates the goal with the maps already applied to `v`, so that the second term becomes the product `solid S 0 * 0` of complex numbers. Lean accepts this because the two forms are equal by definition, which `change` may check with more unfolding than `rw` allows. `mul_zero` and `add_zero` then remove the term, and `h0` turns `g (‖0‖ ^ 2)` into `g 0`. Putting `solid_fderiv_zero hS` in the same `rw` is mere tidying.

Fix (accepted with no message):

```diff
@@ -111,7 +111,7 @@
   refine ⟨h3.differentiableAt, fun v => ?_⟩
   have h0 : ‖(0 : K3)‖ ^ 2 = 0 := by simp
-  rw [h3.fderiv, smul_zero, add_zero, h0]
-  change g 0 * fderiv ℝ (solid S) 0 v = _
-  rw [solid_fderiv_zero hS]
+  rw [h3.fderiv]
+  change g (‖(0 : K3)‖ ^ 2) * fderiv ℝ (solid S) 0 v + solid S 0 * 0 = _
+  rw [h0, mul_zero, add_zero, solid_fderiv_zero hS]
   split_ifs <;> simp
 
```
